# Three equal charges at the corners of an equilateral triangle have at least four equilibria in their plane

A: Fix three unit charges at the vertices of any equilateral triangle. Their Coulomb field vanishes at four or more distinct points of the plane, none of them a charge.

Q: Why is four surprising?

A: Because n equal charges on a line have n − 1 equilibria. In each gap the field falls strictly from +∞ to −∞, and everywhere else some component pushes outwards. That comparison is my own argument and is not in the Lean file. For a program that searches a potential for critical points, this example of three bare charges in vacuum shows that stopping at n − 1 can miss some.

```lean
import Mathlib

open Finset

namespace TriangleEquilibria

noncomputable section
```

Q: Which field is it? Planar electrostatics often means a logarithmic potential.

A: It is the ordinary inverse-square field, evaluated in the plane of the charges, with the Coulomb constant set to 1:

E(z) = ∑ᵢ (z − rᵢ)/|z − rᵢ|³

The plane is ℂ, so the norm is Euclidean distance, and `r : Fin n → ℂ` lists the positions.

```lean
/-- The Coulomb field at the point `z` of the plane produced by unit charges at the points `r i`. -/
def coulombField {n : ℕ} (r : Fin n → ℂ) (z : ℂ) : ℂ :=
  ∑ i, (z - r i) / (‖z - r i‖ : ℂ) ^ 3
```

Q: At a charge this expression is singular. Could Lean count a charge as a zero?

A: No. Lean does set 0/0 = 0, but the first clause of the definition excludes the charges. "Equilibrium" means zero force on a test charge; the sources are held fixed, and stability is not addressed.

```lean
/-- An equilibrium is a point away from all charges at which the Coulomb field vanishes. -/
def IsEquilibrium {n : ℕ} (r : Fin n → ℂ) (z : ℂ) : Prop :=
  (∀ i, z ≠ r i) ∧ coulombField r z = 0
```

Q: How do you find the points by hand?

A: Start with the triangle 1, w, w², where w² + w + 1 = 0. Either root w is allowed, so both orientations are covered.

```lean
/-- The three points `1`, `w`, `w²` of the complex plane. -/
def triangle (w : ℂ) : Fin 3 → ℂ := ![1, w, w ^ 2]
```

Taking real and imaginary parts of the equation for w gives Re w = −1/2 and (Im w)² = 3/4. For real x, then,

|x − w|² = (x + 1/2)² + 3/4 = x² + x + 1.

`dist_axis` proves this. It also applies to w², which satisfies the same equation.

```lean
/-- The distance from the point `x` of the real axis to a primitive cube root of unity. -/
theorem dist_axis {w : ℂ} (hw : w ^ 2 + w + 1 = 0) (x : ℝ) :
    ‖(x : ℂ) - w‖ = √(x ^ 2 + x + 1) := by
  have h1 := congrArg Complex.re hw
  have h2 := congrArg Complex.im hw
  simp only [pow_two, Complex.add_re, Complex.mul_re, Complex.one_re, Complex.zero_re] at h1
  simp only [pow_two, Complex.add_im, Complex.mul_im, Complex.one_im, Complex.zero_im] at h2
  have h3 : w.im * (2 * w.re + 1) = 0 := by linear_combination h2
  have hr : w.re = -1 / 2 := by
    rcases mul_eq_zero.1 h3 with h | h
    · rw [h] at h1
      nlinarith [sq_nonneg (w.re + 1 / 2)]
    · linarith
  rw [hr] at h1
  have h : ‖(x : ℂ) - w‖ ^ 2 = x ^ 2 + x + 1 := by
    rw [Complex.sq_norm, Complex.normSq_apply]
    simp only [Complex.sub_re, Complex.sub_im, Complex.ofReal_re, Complex.ofReal_im]
    rw [hr]
    linear_combination -h1
  rw [← h, Real.sqrt_sq (norm_nonneg _)]
```

Write S = √(x² + x + 1). Since w + w² = −1, the two numerators x − w and x − w² add up to 2x + 1, and the field on the axis is real:

E(x) = (x − 1)/|x − 1|³ + (2x + 1)/S³.

```lean
/-- On the real symmetry axis the field of the triangle is real, with the value given here. -/
theorem field_axis {w : ℂ} (hw : w ^ 2 + w + 1 = 0) (x : ℝ) :
    coulombField (triangle w) x =
      (((x - 1) / |x - 1| ^ 3 + (2 * x + 1) / √(x ^ 2 + x + 1) ^ 3 : ℝ) : ℂ) := by
  have h0 : coulombField (triangle w) x = ((x : ℂ) - 1) / (‖(x : ℂ) - 1‖ : ℂ) ^ 3
      + (x - w) / (‖(x : ℂ) - w‖ : ℂ) ^ 3 + (x - w ^ 2) / (‖(x : ℂ) - w ^ 2‖ : ℂ) ^ 3 := by
    simp [coulombField, triangle, Fin.sum_univ_three]
  have h1 : ‖(x : ℂ) - 1‖ = |x - 1| := by
    rw [show (x : ℂ) - 1 = ((x - 1 : ℝ) : ℂ) by simp, Complex.norm_real, Real.norm_eq_abs]
  have hw2 : (w ^ 2) ^ 2 + w ^ 2 + 1 = 0 := by linear_combination (w ^ 2 - w + 1) * hw
  rw [h0, h1, dist_axis hw, dist_axis hw2]
  generalize √(x ^ 2 + x + 1) = S
  generalize |x - 1| = A
  push_cast
  linear_combination (-1 / (S : ℂ) ^ 3) * hw
```

Q: And where does that vanish?

A: For x < 1 the first term is −1/(1 − x)², so balance means

S³ = (2x + 1)(1 − x)².

The left side is positive, which forces x > −1/2. Squaring gives

(x² + x + 1)³ = (2x + 1)²(1 − x)⁴,

and the left side minus the right side is

−3x(x⁵ − 5x⁴ + x³ − x² − 4x − 1).

Q: Squaring can add false roots.

A: Not when x > −1/2, because both sides are then non-negative. `sq_eq_sq₀` takes the square root back in the converse direction, and `linear_combination` checks the polynomial identities.

```lean
/-- For `x < 1`, and with `S` the positive square root of `x² + x + 1`, the forces on the axis
balance exactly when `-1/2 < x` and the stated polynomial equation holds. -/
theorem balance {x S : ℝ} (hS : 0 < S) (hS2 : S ^ 2 = x ^ 2 + x + 1) (hx : x < 1) :
    (x - 1) / |x - 1| ^ 3 + (2 * x + 1) / S ^ 3 = 0 ↔
      -1 / 2 < x ∧ x * (x ^ 5 - 5 * x ^ 4 + x ^ 3 - x ^ 2 - 4 * x - 1) = 0 := by
  have hu : 0 < 1 - x := by linarith
  have hS3 := pow_pos hS 3
  rw [abs_of_neg (by linarith : x - 1 < 0), neg_sub,
    div_add_div _ _ (pow_pos hu 3).ne' hS3.ne', div_eq_zero_iff,
    or_iff_left (mul_pos (pow_pos hu 3) hS3).ne']
  constructor
  · intro h
    have k : S ^ 3 = (2 * x + 1) * (1 - x) ^ 2 := by
      apply mul_left_cancel₀ hu.ne'
      linear_combination -h
    -- squaring removes the root in the distance
    have h6 : (x ^ 2 + x + 1) ^ 3 = ((2 * x + 1) * (1 - x) ^ 2) ^ 2 := by
      rw [← hS2, ← k]; ring
    refine ⟨?_, by linear_combination (-1 / 3) * h6⟩
    by_contra hc
    have hc' : 0 ≤ -(2 * x + 1) := by linarith [not_lt.1 hc]
    nlinarith [mul_nonneg hc' (sq_nonneg (1 - x))]
  · rintro ⟨ha, hq⟩
    have hb : 0 ≤ (2 * x + 1) * (1 - x) ^ 2 :=
      mul_nonneg (by linarith) (sq_nonneg _)
    have k2 : (S ^ 3) ^ 2 = ((2 * x + 1) * (1 - x) ^ 2) ^ 2 := by
      rw [show (S ^ 3) ^ 2 = (S ^ 2) ^ 3 by ring, hS2]
      linear_combination -3 * hq
    have k := (sq_eq_sq₀ hS3.le hb).mp k2
    linear_combination (x - 1) * k
```

For x > 1 both terms of the field are positive, so there is no zero, and x = 1 is a charge. This gives an exact criterion for the real axis. Its converse half also checks that the point found differs from all three charges.

```lean
/-- A point `x` of the real symmetry axis is an equilibrium exactly when it lies between
`-1/2` and `1` and solves the stated polynomial equation. -/
theorem axis_equilibrium_iff {w : ℂ} (hw : w ^ 2 + w + 1 = 0) (x : ℝ) :
    IsEquilibrium (triangle w) x ↔ -1 / 2 < x ∧ x < 1 ∧
      x * (x ^ 5 - 5 * x ^ 4 + x ^ 3 - x ^ 2 - 4 * x - 1) = 0 := by
  have hp : 0 < x ^ 2 + x + 1 := by nlinarith [sq_nonneg (x + 1 / 2)]
  have hS := Real.sqrt_pos.2 hp
  have hS2 := Real.sq_sqrt hp.le
  constructor
  · rintro ⟨hne, hf⟩
    have hx1 : x ≠ 1 := by
      intro h
      exact hne 0 (by simp [triangle, h])
    rw [field_axis hw] at hf
    have hf' := Complex.ofReal_eq_zero.mp hf
    -- beyond the charge at 1 all forces push outwards
    have hlt : x < 1 := by
      by_contra hc
      have hgt : 1 < x := lt_of_le_of_ne (not_lt.1 hc) hx1.symm
      have p1 : 0 < (x - 1) / |x - 1| ^ 3 :=
        div_pos (by linarith) (pow_pos (abs_pos.2 (sub_ne_zero.2 hx1)) 3)
      have p2 : 0 < (2 * x + 1) / √(x ^ 2 + x + 1) ^ 3 :=
        div_pos (by linarith) (pow_pos hS 3)
      linarith
    obtain ⟨a, b⟩ := (balance hS hS2 hlt).1 hf'
    exact ⟨a, hlt, b⟩
  · rintro ⟨a, hlt, b⟩
    refine ⟨?_, by rw [field_axis hw, (balance hS hS2 hlt).2 ⟨a, b⟩, Complex.ofReal_zero]⟩
    intro i hi
    fin_cases i
    · have h : (x : ℂ) = 1 := hi
      have h' : x = 1 := by exact_mod_cast h
      linarith
    · have h := dist_axis hw x
      rw [show (x : ℂ) = w from hi, sub_self, norm_zero] at h
      linarith
    · have h := dist_axis (w := w ^ 2) (by linear_combination (w ^ 2 - w + 1) * hw) x
      rw [show (x : ℂ) = w ^ 2 from hi, sub_self, norm_zero] at h
      linarith
```

Q: So x = 0 is the centre. Is there really another root?

A: Call the quintic q. Then q(−1/2) = 9/32 and q(−1/4) = −101/1024, so the intermediate value theorem gives a root t between them.

```lean
/-- The quintic of the axial force balance has a root between `-1/2` and `-1/4`. -/
theorem exists_axis_root : ∃ t : ℝ, -1 / 2 < t ∧ t < -1 / 4 ∧
    t ^ 5 - 5 * t ^ 4 + t ^ 3 - t ^ 2 - 4 * t - 1 = 0 := by
  have hc : ContinuousOn (fun t : ℝ => t ^ 5 - 5 * t ^ 4 + t ^ 3 - t ^ 2 - 4 * t - 1)
      (Set.Icc (-1 / 2) (-1 / 4)) := by fun_prop
  obtain ⟨t, ht, h0⟩ := intermediate_value_Ioo' (by norm_num) hc
    (show (0 : ℝ) ∈ Set.Ioo _ _ from ⟨by norm_num, by norm_num⟩)
  exact ⟨t, ht.1, ht.2, h0⟩
```

Q: Give me a number I can check.

A: q(−0.285) ≈ 0.0008 and q(−0.280) ≈ −0.0128, so linear interpolation gives t ≈ −0.2847. There the charge at 1 pushes left with strength

1/(1.2847)² ≈ 0.606.

The other two have S² ≈ 0.7964 and S³ ≈ 0.7107, and push right with

0.4306/0.7107 ≈ 0.606.

The point lies between the centre and the midpoint of the side opposite the charge at 1, which is at −1/2.

Q: That makes two equilibria. Where are the others?

A: They follow by symmetry. Move every charge and the test point by z ↦ c + sz, with s ≠ 0. Each difference z − rᵢ is multiplied by s and each distance by |s|, so

E′(c + sz) = (s/|s|³) E(z).

Zeros go to zeros, and points away from the charges stay away from them.

```lean
/-- Translating, rotating and scaling the charges carries equilibria to equilibria. -/
theorem IsEquilibrium.similarity {n : ℕ} {r : Fin n → ℂ} {z : ℂ} (h : IsEquilibrium r z)
    (c : ℂ) {s : ℂ} (hs : s ≠ 0) : IsEquilibrium (fun i => c + s * r i) (c + s * z) := by
  constructor
  · intro i he
    have he' : c + s * z = c + s * r i := he
    exact h.1 i (mul_left_cancel₀ hs (add_left_cancel he'))
  · have hf : coulombField (fun i => c + s * r i) (c + s * z)
        = s / (‖s‖ : ℂ) ^ 3 * coulombField r z := by
      simp only [coulombField]
      rw [Finset.mul_sum]
      refine Finset.sum_congr rfl fun i _ => ?_
      rw [show c + s * z - (c + s * r i) = s * (z - r i) by ring, norm_mul,
        Complex.ofReal_mul, mul_pow, mul_div_mul_comm]
    rw [hf, h.2, mul_zero]
```

Now take c = 0 and s = w. The charges 1, w, w² become w, w², 1, which is the same set. In Lean this is the index shift `i + 1` in `Fin 3`, and `Equiv.sum_comp` says that relabelling leaves the sum unchanged. So wz is an equilibrium whenever z is.

```lean
/-- Rotating an equilibrium of the triangle by a third of a turn gives an equilibrium. -/
theorem IsEquilibrium.rotate {w z : ℂ} (hw : w ^ 2 + w + 1 = 0)
    (h : IsEquilibrium (triangle w) z) : IsEquilibrium (triangle w) (w * z) := by
  have hw0 : w ≠ 0 := by
    rintro rfl
    simp at hw
  have h' := h.similarity 0 hw0
  -- the rotation only relabels the charges
  have e : (fun i => 0 + w * triangle w i) = fun i => triangle w (i + 1) := by
    funext i
    fin_cases i
    · show 0 + w * 1 = w
      ring
    · show 0 + w * w = w ^ 2
      ring
    · show 0 + w * w ^ 2 = 1
      linear_combination (w - 1) * hw
  rw [e, zero_add] at h'
  constructor
  · intro i hi
    refine h'.1 (i - 1) ?_
    show w * z = triangle w (i - 1 + 1)
    rw [sub_add_cancel]
    exact hi
  · exact (Equiv.sum_comp (Equiv.addRight (1 : Fin 3))
      (fun i => (w * z - triangle w i) / (‖w * z - triangle w i‖ : ℂ) ^ 3)).symm.trans h'.2
```

The four points are 0, t, wt and w²t.

Q: Are they distinct?

A: Yes. t is not zero, and neither is w. If wt = t then w = 1, and if w²t = t then w = ±1; neither value solves w² + w + 1 = 0. If wt = w²t, cancelling w returns the first case. The helper `inj` turns these six inequalities into injectivity of the list.

```lean
/-- Unit charges at `1`, `w`, `w²`, with `w` a primitive cube root of unity, have at least four
distinct equilibria. -/
theorem four_equilibria_unit {w : ℂ} (hw : w ^ 2 + w + 1 = 0) :
    ∃ q : Fin 4 → ℂ, Function.Injective q ∧ ∀ k, IsEquilibrium (triangle w) (q k) := by
  have inj : ∀ a b c d : ℂ, a ≠ b → a ≠ c → a ≠ d → b ≠ c → b ≠ d → c ≠ d →
      Function.Injective ![a, b, c, d] := by
    intro a b c d h1 h2 h3 h4 h5 h6 i j hij
    fin_cases i <;> fin_cases j <;> first
      | rfl
      | exact absurd hij h1 | exact absurd hij h2 | exact absurd hij h3
      | exact absurd hij h4 | exact absurd hij h5 | exact absurd hij h6
      | exact absurd hij.symm h1 | exact absurd hij.symm h2 | exact absurd hij.symm h3
      | exact absurd hij.symm h4 | exact absurd hij.symm h5 | exact absurd hij.symm h6
  obtain ⟨t, ht1, ht2, ht⟩ := exists_axis_root
  have e0 : IsEquilibrium (triangle w) 0 := by
    simpa only [Complex.ofReal_zero] using
      (axis_equilibrium_iff hw 0).2 ⟨by norm_num, by norm_num, by norm_num⟩
  have e1 : IsEquilibrium (triangle w) t :=
    (axis_equilibrium_iff hw t).2 ⟨ht1, by linarith, by rw [ht, mul_zero]⟩
  have hT : (t : ℂ) ≠ 0 := Complex.ofReal_ne_zero.2 (by linarith)
  generalize (t : ℂ) = T at e1 hT
  have hw0 : w ≠ 0 := by
    rintro rfl
    simp at hw
  have n1 : T ≠ w * T := fun h => hT (by
    linear_combination (T / 3) * hw + ((w + 2) / 3) * h)
  have n2 : T ≠ w * (w * T) := fun h => hT (by
    linear_combination ((1 - w) / 3) * h - ((w - 2) * T / 3) * hw)
  refine ⟨![0, T, w * T, w * (w * T)], inj _ _ _ _ hT.symm (mul_ne_zero hw0 hT).symm
    (mul_ne_zero hw0 (mul_ne_zero hw0 hT)).symm n1 n2
    (fun h => n1 (mul_left_cancel₀ hw0 h)), ?_⟩
  intro k
  fin_cases k
  exacts [e0, e1, e1.rotate hw, (e1.rotate hw).rotate hw]
```

Q: All this concerns one special triangle.

A: Every other one is a copy of it. Let r 0, r 1, r 2 be the vertices, and put u = (r 2 − r 0)/(r 1 − r 0). Equal sides give |u| = |u − 1| = 1. Subtracting the squared equations gives Re u = 1/2, hence (Im u)² = 3/4 and u² − u + 1 = 0. Set

w = u − 1, s = (r 1 − r 0)/(w − 1), c = r 0 − s.

Then w² + w + 1 = 0. The point c + s is r 0, and c + sw is r 1. Finally,

c + sw² = r 0 + (r 1 − r 0)(w + 1) = r 2.

```lean
/-- Every equilateral triangle is a translated, rotated and scaled copy of `1`, `w`, `w²` for some
primitive cube root of unity `w`. -/
theorem equilateral_form {r : Fin 3 → ℂ} {l : ℝ} (hl : 0 < l)
    (h : ∀ i j, i ≠ j → ‖r i - r j‖ = l) :
    ∃ w c s : ℂ, w ^ 2 + w + 1 = 0 ∧ s ≠ 0 ∧ r = fun i => c + s * triangle w i := by
  have h10 := h 1 0 (by decide)
  have h20 := h 2 0 (by decide)
  have h21 := h 2 1 (by decide)
  have hd : r 1 - r 0 ≠ 0 := norm_pos_iff.1 (by rw [h10]; exact hl)
  -- u is the ratio of two sides
  obtain ⟨u, hu⟩ : ∃ u, u = (r 2 - r 0) / (r 1 - r 0) := ⟨_, rfl⟩
  have hud : u * (r 1 - r 0) = r 2 - r 0 := by rw [hu, div_mul_cancel₀ _ hd]
  have n1 : ‖u‖ = 1 := by rw [hu, norm_div, h20, h10, div_self hl.ne']
  have n2 : ‖u - 1‖ = 1 := by
    have : u - 1 = (r 2 - r 1) / (r 1 - r 0) := by
      rw [eq_div_iff hd]
      linear_combination hud
    rw [this, norm_div, h21, h10, div_self hl.ne']
  have a := Complex.sq_norm u
  have b := Complex.sq_norm (u - 1)
  rw [n1, Complex.normSq_apply] at a
  rw [n2, Complex.normSq_apply] at b
  simp only [Complex.sub_re, Complex.sub_im, Complex.one_re, Complex.one_im] at b
  have hre : u.re = 1 / 2 := by linear_combination (1 / 2) * b - (1 / 2) * a
  rw [hre] at a
  have hq : u ^ 2 - u + 1 = 0 := by
    apply Complex.ext
    · simp only [pow_two, Complex.add_re, Complex.sub_re, Complex.mul_re, Complex.one_re,
        Complex.zero_re]
      rw [hre]
      linear_combination a
    · simp only [pow_two, Complex.add_im, Complex.sub_im, Complex.mul_im, Complex.one_im,
        Complex.zero_im]
      rw [hre]
      ring
  obtain ⟨s, hs⟩ : ∃ s : ℂ, s * (u - 1 - 1) = r 1 - r 0 :=
    ⟨-(r 1 - r 0) * (u + 1) / 3, by linear_combination (-(r 1 - r 0) / 3) * hq⟩
  refine ⟨u - 1, r 0 - s, s, by linear_combination hq, ?_, ?_⟩
  · rintro rfl
    exact hd (by rw [← hs, zero_mul])
  · funext i
    fin_cases i
    · show r 0 = r 0 - s + s * 1
      ring
    · show r 1 = r 0 - s + s * (u - 1)
      linear_combination -hs
    · show r 2 = r 0 - s + s * (u - 1) ^ 2
      linear_combination -hud - u * hs
```

Q: Then how should I read the final theorem?

A: The hypotheses are a length `l > 0` and the condition that any two different vertices are `l` apart, which is exactly an equilateral triangle. The conclusion gives a list `p` of four points. `Function.Injective p` says that they are distinct, and the last clause says that each is an equilibrium. The proof carries the four reference points over by z ↦ c + sz, which is injective because s ≠ 0.

Q: Exactly four?

A: The theorem says at least four. It treats equal charges and points in their plane, without periodic images or screening.

```lean
/-- Three unit charges at the vertices of any equilateral triangle in the plane have at least four
distinct equilibrium points in that plane. -/
theorem four_equilibria {r : Fin 3 → ℂ} {l : ℝ} (hl : 0 < l)
    (h : ∀ i j, i ≠ j → ‖r i - r j‖ = l) :
    ∃ p : Fin 4 → ℂ, Function.Injective p ∧ ∀ k, IsEquilibrium r (p k) := by
  obtain ⟨w, c, s, hw, hs, rfl⟩ := equilateral_form hl h
  obtain ⟨q, hq, he⟩ := four_equilibria_unit hw
  refine ⟨fun k => c + s * q k, ?_, fun k => (he k).similarity c hs⟩
  intro i j hij
  have hij' : c + s * q i = c + s * q j := hij
  exact hq (mul_left_cancel₀ hs (add_left_cancel hij'))

end

end TriangleEquilibria
```

```lean
#print axioms TriangleEquilibria.four_equilibria
```

```
'TriangleEquilibria.four_equilibria' depends on axioms: [propext, Classical.choice, Quot.sound]
```
